# Two Pumped Weyl Valleys Relax to the Density Difference $2AT$ in a Relaxation-Time Model

Setting the time derivatives to zero in the rate equations of two Weyl valleys gives a stationary density difference, but does not show that a system prepared with other densities approaches it. An estimate that inserts the stationary value would then rest on an unchecked assumption about the initial state. For the equations

$$n'=A-\frac{n-m}{2T},\qquad m'=-A-\frac{m-n}{2T},\qquad T>0,$$

$n+m$ is constant and $n-m\to 2AT$ from any initial densities.

Here $n$ and $m$ are the valley densities. The constant $A$ stands for the chiral-anomaly pumping rate of one valley in static, uniform fields, proportional to $\mathbf E\cdot\mathbf B$, and $T$ is the intervalley scattering time, normalised as the decay time of $n-m$: electrons pass from one valley to the other at the rate $1/(2T)$. The limit supplies the steady imbalance for semiclassical estimates of magnetotransport in a spatially uniform model with a single relaxation time.

## From the rate equations to exponential relaxation

Adding the equations gives $(n+m)'=0$. Subtracting them gives, for $d=n-m$,

$$d'=2A-\frac{d}{T}.$$

This has the form $x'=r-(x-c)/T$. With $x_*=c+rT$ the right-hand side equals $-(x-x_*)/T$, so

$$\frac{d}{dt}\left[(x-x_*)e^{t/T}\right]=\left[-\frac{x-x_*}{T}+\frac{x-x_*}{T}\right]e^{t/T}=0,$$

$$x(t)=x_*+(x(0)-x_*)e^{-t/T}\to c+rT.$$

Taking $r=2A$ and $c=0$ gives $d\to 2AT$.

For $N\ge 1$ nodes with chiralities $\chi_i$ and average density $\bar n=\frac1N\sum_j n_j$, let

$$n_i'=\chi_iA-\frac{n_i-\bar n}{T}.$$

For two nodes with $\chi=\pm1$, $n-\bar n=(n-m)/2$, which recovers the original pair. Since $\sum_i(n_i-\bar n)=0$, the total changes at the rate $A\sum_i\chi_i$. If the chiralities sum to zero, $\bar n$ is constant and the nodes decouple:

$$n_i(t)=\bar n(0)+\chi_iAT+\bigl(n_i(0)-\bar n(0)-\chi_iAT\bigr)e^{-t/T}.$$

Conversely, start from this formula with arbitrary initial densities $x_i$ of average $\bar x$. The deviations $x_i-\bar x$ and the chiralities both sum to zero, so the average stays at $\bar x$. Differentiation gives $n_i'=-(n_i-\bar x-\chi_iAT)/T=\chi_iA-(n_i-\bar x)/T$, as required.

## The node model in Lean

The finite type `ι` labels the nodes.

```lean
import Mathlib

open Filter Topology

namespace WeylChiralAnomaly

noncomputable section

variable {ι : Type*} [Fintype ι]
```

The average weights all nodes equally. Relaxation towards it amounts to scattering at the same rate $1/(NT)$ between every pair of nodes, since $(n_i-\bar n)/T=\sum_j(n_i-n_j)/(NT)$; for more than two nodes this is an assumption beyond the equivalence of the valleys.

```lean
/-- The average of the densities `x i` over all Weyl nodes. -/
def nodeAverage (x : ι → ℝ) : ℝ := (∑ i, x i) / (Fintype.card ι : ℝ)
```

`IsNodeFlow` states the rate equations through `HasDerivAt`, at every real time, negative times included. Chiralities and densities are arbitrary reals, so a density may be read as a deviation from a reference filling.

```lean
/-- The rate equations of the Weyl nodes: node `i` is pumped at the rate `χ i * A` and relaxes
towards the average density with the intervalley scattering time `T`. -/
def IsNodeFlow (A T : ℝ) (χ : ι → ℝ) (n : ι → ℝ → ℝ) : Prop :=
  ∀ i t, HasDerivAt (n i) (χ i * A - (n i t - nodeAverage (fun j => n j t)) / T) t
```

`nodeDensity` is the explicit exponential, with `x` holding the initial densities.

```lean
/-- A candidate for the density of node `i` at time `t` with initial densities `x`: the constant
`nodeAverage x + χ i * A * T` plus a deviation proportional to `Real.exp (-t / T)`. -/
def nodeDensity (A T : ℝ) (χ x : ι → ℝ) (i : ι) (t : ℝ) : ℝ :=
  nodeAverage x + χ i * A * T + (x i - nodeAverage x - χ i * A * T) * Real.exp (-t / T)
```

## Relaxation of a single density

In the next proof, `hg` is the integrating-factor computation. A function with zero derivative is constant, and multiplying by $e^{-t/T}$ then isolates $x(t)$.

```lean
/-- A density pumped at the constant rate `r` and relaxing towards `c` with the relaxation time `T`
equals `c + r * T` plus its initial deviation from that value times `Real.exp (-t / T)`. -/
theorem relaxation_solution {r c T : ℝ} (hT : 0 < T) {x : ℝ → ℝ}
    (hx : ∀ t, HasDerivAt x (r - (x t - c) / T) t) (t : ℝ) :
    x t = c + r * T + (x 0 - c - r * T) * Real.exp (-t / T) := by
  have hTT : T * T⁻¹ = 1 := mul_inv_cancel₀ hT.ne'
  -- the deviation times the integrating factor is constant
  have hg : ∀ s, HasDerivAt (fun s => (x s - (c + r * T)) * Real.exp (s / T)) 0 s := by
    intro s
    have he : HasDerivAt (fun s => Real.exp (s / T)) (Real.exp (s / T) * (1 / T)) s :=
      ((hasDerivAt_id' s).div_const T).exp
    refine (((hx s).sub_const (c + r * T)).fun_mul he).congr_deriv ?_
    show (r - (x s - c) / T) * Real.exp (s / T)
      + (x s - (c + r * T)) * (Real.exp (s / T) * (1 / T)) = 0
    linear_combination (-r * Real.exp (s / T)) * hTT
  have hc := is_const_of_deriv_eq_zero (fun s => (hg s).differentiableAt)
    (fun s => (hg s).deriv) t 0
  have hc' : (x t - (c + r * T)) * Real.exp (t / T) = x 0 - (c + r * T) := by
    simpa using hc
  have he : Real.exp (t / T) * Real.exp (-t / T) = 1 := by
    rw [← Real.exp_add, neg_div, add_neg_cancel, Real.exp_zero]
  linear_combination Real.exp (-t / T) * hc' - (x t - (c + r * T)) * he
```

The long-time limit follows from $e^{-t/T}\to0$.

```lean
/-- An exponentially decaying deviation with relaxation time `T` vanishes at long times. -/
theorem tendsto_decay {T : ℝ} (hT : 0 < T) (a b : ℝ) :
    Tendsto (fun t : ℝ => a + b * Real.exp (-t / T)) atTop (𝓝 a) := by
  have h : Tendsto (fun t : ℝ => Real.exp (-t / T)) atTop (𝓝 0) := by
    have h1 := Real.tendsto_exp_neg_atTop_nhds_zero.comp (tendsto_id.atTop_div_const hT)
    refine h1.congr (fun t => ?_)
    simp [neg_div]
  simpa using (h.const_mul b).const_add a
```

## Conservation and decoupling

Deviations from the average cancel in the sum, which removes scattering from the total rate.

```lean
/-- The deviations of the node densities from their average add up to zero. -/
theorem sum_sub_nodeAverage [Nonempty ι] (x : ι → ℝ) : ∑ i, (x i - nodeAverage x) = 0 := by
  have hN : (Fintype.card ι : ℝ) ≠ 0 := by exact_mod_cast Fintype.card_ne_zero
  have h : (Fintype.card ι : ℝ) * ((∑ i, x i) / (Fintype.card ι : ℝ)) = ∑ i, x i := by
    field_simp
  simp only [nodeAverage, Finset.sum_sub_distrib, Finset.sum_const, Finset.card_univ,
    nsmul_eq_mul]
  rw [h, sub_self]

/-- The total density changes at the rate `A` times the sum of the chiralities. -/
theorem total_rate [Nonempty ι] {A T : ℝ} {χ : ι → ℝ} {n : ι → ℝ → ℝ}
    (h : IsNodeFlow A T χ n) (t : ℝ) :
    HasDerivAt (fun s => ∑ i, n i s) (A * ∑ i, χ i) t := by
  refine (HasDerivAt.fun_sum (fun i _ => h i t)).congr_deriv ?_
  -- intervalley scattering drops out of the sum
  have hd : ∑ i, (n i t - nodeAverage (fun j => n j t)) = 0 :=
    sum_sub_nodeAverage (fun j => n j t)
  rw [Finset.sum_sub_distrib, ← Finset.sum_div, hd, ← Finset.sum_mul]
  ring
```

The condition `∑ i, χ i = 0` expresses the cancellation of chiralities over the Brillouin zone of a lattice; it is assumed here, not derived from a band structure.

```lean
/-- If the chiralities add up to zero, the total density is conserved. -/
theorem total_conserved [Nonempty ι] {A T : ℝ} {χ : ι → ℝ} {n : ι → ℝ → ℝ}
    (h : IsNodeFlow A T χ n) (hχ : ∑ i, χ i = 0) (t : ℝ) :
    ∑ i, n i t = ∑ i, n i 0 := by
  have h0 : ∀ s, HasDerivAt (fun s => ∑ i, n i s) 0 s := fun s =>
    (total_rate h s).congr_deriv (by rw [hχ, mul_zero])
  exact is_const_of_deriv_eq_zero (fun s => (h0 s).differentiableAt)
    (fun s => (h0 s).deriv) t 0
```

With the total conserved, `havg` freezes the average, and the single-density solution applies to each node.

```lean
/-- For chiralities that add up to zero, every solution of the rate equations is given by
`nodeDensity` with its own initial densities. -/
theorem node_solution [Nonempty ι] {A T : ℝ} (hT : 0 < T) {χ : ι → ℝ} {n : ι → ℝ → ℝ}
    (h : IsNodeFlow A T χ n) (hχ : ∑ i, χ i = 0) (i : ι) (t : ℝ) :
    n i t = nodeDensity A T χ (fun j => n j 0) i t := by
  have havg : ∀ s, nodeAverage (fun j => n j s) = nodeAverage (fun j => n j 0) := by
    intro s
    simp only [nodeAverage]
    rw [total_conserved h hχ s]
  -- with a constant average the nodes decouple
  have hi : ∀ s, HasDerivAt (n i)
      (χ i * A - (n i s - nodeAverage (fun j => n j 0)) / T) s := by
    intro s
    rw [← havg s]
    exact h i s
  exact relaxation_solution hT hi t
```

The converse first computes the sum of the explicit densities in `hs`, then differentiates the exponential. It provides a solution for every choice of initial densities.

```lean
/-- For chiralities that add up to zero and any initial densities `x`, the functions
`nodeDensity` solve the rate equations and start at `x`. -/
theorem nodeDensity_witness [Nonempty ι] {A T : ℝ} (hT : 0 < T) {χ : ι → ℝ}
    (hχ : ∑ i, χ i = 0) (x : ι → ℝ) :
    IsNodeFlow A T χ (nodeDensity A T χ x) ∧ ∀ i, nodeDensity A T χ x i 0 = x i := by
  have hTT : T * T⁻¹ = 1 := mul_inv_cancel₀ hT.ne'
  have hs : ∀ t, ∑ j, nodeDensity A T χ x j t = ∑ j, x j := by
    intro t
    calc ∑ j, nodeDensity A T χ x j t
        = ∑ j, (x j + ((1 - Real.exp (-t / T)) * A * T) * χ j
            - (1 - Real.exp (-t / T)) * (x j - nodeAverage x)) :=
          Finset.sum_congr rfl (fun j _ => by simp only [nodeDensity]; ring)
      _ = ∑ j, x j := by
          rw [Finset.sum_sub_distrib, Finset.sum_add_distrib, ← Finset.mul_sum,
            ← Finset.mul_sum, hχ, sum_sub_nodeAverage]
          ring
  refine ⟨fun i t => ?_, fun i => by simp [nodeDensity]⟩
  have havg : nodeAverage (fun j => nodeDensity A T χ x j t) = nodeAverage x := by
    simp only [nodeAverage]
    rw [hs t]
  rw [havg]
  have he : HasDerivAt (fun s : ℝ => Real.exp (-s / T)) (Real.exp (-t / T) * (-1 / T)) t :=
    ((hasDerivAt_id' t).fun_neg.div_const T).exp
  refine ((he.const_mul (x i - nodeAverage x - χ i * A * T)).const_add
    (nodeAverage x + χ i * A * T)).congr_deriv ?_
  simp only [nodeDensity]
  linear_combination (χ i * A) * hTT
```

Combining the explicit solution with the decay lemma gives each node's limit.

```lean
/-- For chiralities that add up to zero, the density of each node tends to the initial average
plus `χ i * A * T`. -/
theorem node_tendsto [Nonempty ι] {A T : ℝ} (hT : 0 < T) {χ : ι → ℝ} {n : ι → ℝ → ℝ}
    (h : IsNodeFlow A T χ n) (hχ : ∑ i, χ i = 0) (i : ι) :
    Tendsto (n i) atTop (𝓝 (nodeAverage (fun j => n j 0) + χ i * A * T)) :=
  (tendsto_decay hT _ _).congr (fun t => (node_solution hT h hχ i t).symm)
```

## The two valleys

The final theorem takes the original equations as `hn` and `hm`. Its first conclusion is conservation at every time; its second, written with `Tendsto` and `atTop`, is the limit as $t\to\infty$. No hypothesis restricts `n 0` or `m 0`. The proof works directly with the sum and difference, using `relaxation_solution` with $r=2A$ and $c=0$.

```lean
/-- Two valleys pumped at the opposite rates `A` and `-A` and coupled by intervalley scattering
keep their total density, and their density difference tends to `2 * A * T` for all initial
densities. -/
theorem two_valley_relaxation {A T : ℝ} (hT : 0 < T) {n m : ℝ → ℝ}
    (hn : ∀ t, HasDerivAt n (A - (n t - m t) / (2 * T)) t)
    (hm : ∀ t, HasDerivAt m (-A - (m t - n t) / (2 * T)) t) :
    (∀ t, n t + m t = n 0 + m 0) ∧
      Tendsto (fun t => n t - m t) atTop (𝓝 (2 * A * T)) := by
  constructor
  · intro t
    have h0 : ∀ s, HasDerivAt (fun s => n s + m s) 0 s := fun s =>
      ((hn s).fun_add (hm s)).congr_deriv (by ring)
    exact is_const_of_deriv_eq_zero (fun s => (h0 s).differentiableAt)
      (fun s => (h0 s).deriv) t 0
  · -- the difference is pumped at twice the rate and relaxes in the time T
    have hd : ∀ s, HasDerivAt (fun s => n s - m s) (2 * A - ((n s - m s) - 0) / T) s :=
      fun s => ((hn s).fun_sub (hm s)).congr_deriv (by ring)
    have hl : Tendsto (fun t => n t - m t) atTop (𝓝 (0 + 2 * A * T)) :=
      (tendsto_decay hT _ _).congr
        (fun t => (relaxation_solution (x := fun s => n s - m s) hT hd t).symm)
    rwa [zero_add] at hl

end

end WeylChiralAnomaly
```

```lean
#print axioms WeylChiralAnomaly.node_tendsto
-- 'WeylChiralAnomaly.node_tendsto' depends on axioms: [propext, Classical.choice, Quot.sound]
#print axioms WeylChiralAnomaly.two_valley_relaxation
-- 'WeylChiralAnomaly.two_valley_relaxation' depends on axioms: [propext, Classical.choice, Quot.sound]
```

## Relaxation towards a fixed density

The scattering terms could also have drawn each valley towards a fixed density $c$, as with an external reservoir: $n'=A-(n-c)/T$ and $m'=-A-(m-c)/T$. The difference would still tend to $2AT$, but the sum would relax to $2c$ and would be conserved only if it started there. Relaxation towards the common average instead describes scattering that moves electrons between valleys without changing their number.
